# The Cartesian-to-spherical size ratio of a basis with n+1−l shells of each l grows like n/8

A d shell of Gaussian functions can enter a molecular calculation in two forms. The spherical form has five functions, one for each magnetic quantum number $m$. The Cartesian form has six, with angular factors $x^2, y^2, z^2, xy, xz, yz$; the sixth function comes from the combination $x^2+y^2+z^2$, which has the angular shape of an s function. For f shells the numbers are seven and ten, and the gap widens with angular momentum. How much larger does this make the whole basis on an atom?

The answer depends on how many shells of each kind the basis has. Take the pattern of the correlation-consistent sets cc-pVDZ, cc-pVTZ, and so on, for the atoms B to Ne: 3s2p1d, then 4s3p2d1f, then 5s4p3d2f1g. If $n$ is the highest angular momentum, there are $n+1-l$ shells of each $l=0,\dots,n$. Here $n$ is not the principal quantum number.

## Counting the functions by hand

Let $S_n$ and $C_n$ be the numbers of spherical and Cartesian functions in such a set, and let $R_n=C_n/S_n$. The claim is

$$S_n=\frac{(n+1)(n+2)(2n+3)}{6},\qquad C_n=\binom{n+4}{4},\qquad R_n=\frac n8+\frac{11}{16}+\frac{15}{16(2n+3)}.$$

A spherical shell has $2l+1$ functions, the number of integers from $-l$ to $l$. A Cartesian shell has one function for each monomial $x^ay^bz^c$ with $a+b+c=l$. Placing two dividers among $l$ factors gives $\binom{l+2}{2}=(l+1)(l+2)/2$ of them.

Raising $n$ by one raises each weight $n+1-l$ by one and brings in a single shell with $l=n+1$. The new set is therefore the old one plus one shell of every $l=0,\dots,n+1$.

In the spherical case the added shells hold $\sum_{l=0}^{n+1}(2l+1)=(n+2)^2$ functions. The formula for $S_n$ holds at $n=0$, where both sides are 1, and it passes from $n$ to $n+1$ because

$$(n+1)(n+2)(2n+3)+6(n+2)^2=(n+2)(2n^2+11n+15)=(n+2)(n+3)(2n+5).$$

In the Cartesian case, Pascal's rule $\binom{m+3}{3}+\binom{m+3}{2}=\binom{m+4}{3}$ gives $\sum_{l=0}^{m}\binom{l+2}{2}=\binom{m+3}{3}$ by induction on $m$. The added shells thus hold $\binom{n+4}{3}$ functions, and Pascal's rule once more gives $\binom{n+4}{4}+\binom{n+4}{3}=\binom{n+5}{4}$. Since $C_0=1$, the formula for $C_n$ follows.

Dividing, the factors $(n+1)(n+2)$ cancel:

$$R_n=\frac{(n+3)(n+4)}{4(2n+3)}.$$

Because $(n+3)(n+4)=(2n+3)\left(\frac n2+\frac{11}{4}\right)+\frac{15}{4}$, this is the stated sum. Its last term vanishes as $n\to\infty$, so $R_n-n/8\to 11/16$, $R_n/n\to 1/8$ and $R_n\to\infty$. Moreover

$$R_n-1=\frac{n(n-1)}{4(2n+3)},$$

which is zero only for $n=0$ and $n=1$.

## From one s shell to 5s4p3d2f1g

At $n=0$ the set is a single s function, and $R_0=\frac{11}{16}+\frac{5}{16}=1$. At $n=1$ it is 2s1p, with five functions in either form. The first difference appears at $n=2$: the set 3s2p1d has $3+6+5=14$ spherical and $3+6+6=15$ Cartesian functions.

For $n=4$ the spherical count is $5+12+15+14+9=55$ and the Cartesian count is $5+12+18+20+15=70$, so $R_4=14/11\approx1.27$. In an electronic-structure calculation where every atom carries this pattern with the same $n$, the full overlap and Fock matrices have $R_n^2$ times as many elements in Cartesian form, about 1.62 times for $n=4$.

## Shells and basis sizes in Lean

```lean
import Mathlib

open Finset Filter Topology

namespace CartesianOverhead

noncomputable section
```

The two shell sizes are defined by counting labels, so the formulas for them are theorems. A spherical function is represented by its value of $m$.

```lean
/-- Number of spherical functions in a shell of angular momentum `l`: the integers `m` with
`-l ≤ m ≤ l`. -/
def sphericalShell (l : ℕ) : ℕ := (Finset.Icc (-(l : ℤ)) (l : ℤ)).card
```

A Cartesian function is represented by its monomial. `Sym (Fin 3) l` is the type of unordered selections of `l` items, repetition allowed, from three coordinates.

```lean
/-- Number of Cartesian functions in a shell of angular momentum `l`: the monomials of degree `l`
in `x, y, z`, each an unordered choice of `l` factors among three coordinates. -/
def cartesianShell (l : ℕ) : ℕ := Fintype.card (Sym (Fin 3) l)
```

The shell pattern enters through the weight `n + 1 - l`. Since `range (n + 1)` runs over $l=0,\dots,n$, the natural-number subtraction never truncates. The argument `f` is the shell size, so one definition serves both kinds of function.

```lean
/-- Size of a basis set with `n + 1 - l` shells of each angular momentum `l = 0, ..., n`, when a
shell of angular momentum `l` holds `f l` functions. -/
def basisSize (f : ℕ → ℕ) (n : ℕ) : ℕ := ∑ l ∈ range (n + 1), (n + 1 - l) * f l
```

The quantity called `overhead` is the full ratio $R_n$, not the excess over 1: a set with no extra functions has overhead 1.

```lean
/-- The Cartesian overhead: the number of Cartesian functions divided by the number of spherical
functions in the set with `n + 1 - l` shells of each angular momentum `l = 0, ..., n`. -/
def overhead (n : ℕ) : ℝ :=
  (basisSize cartesianShell n : ℝ) / (basisSize sphericalShell n : ℝ)
```

These definitions describe an ideal family with one member for every $n$. Applying the results to an actual calculation requires checking that the set in use has these shells; diffuse or core-correlating additions, and the sets for heavier atoms, change the pattern.

## Shell sizes and the step from n to n+1

The number of integers in the interval from $-l$ to $l$ is given by `Int.card_Icc`, and `omega` simplifies it to $2l+1$.

```lean
/-- A spherical shell of angular momentum `l` has `2l + 1` functions. -/
theorem sphericalShell_eq (l : ℕ) : sphericalShell l = 2 * l + 1 := by
  unfold sphericalShell
  rw [Int.card_Icc]
  omega
```

For the Cartesian shell, Mathlib's count of unordered selections gives $\binom{l+2}{l}$, and the symmetry of binomial coefficients turns this into $\binom{l+2}{2}$.

```lean
/-- The number of Cartesian functions of angular momentum `l` is the binomial coefficient
`l + 2` over `2`. -/
theorem cartesianShell_eq_choose (l : ℕ) : cartesianShell l = (l + 2).choose 2 := by
  unfold cartesianShell
  rw [Sym.card_sym_eq_choose, Fintype.card_fin]
  have h : 3 + l - 1 = l + 2 := by omega
  rw [h]
  exact Nat.choose_symm_add
```

The familiar product form follows. The division is between natural numbers, and it is exact because one of two consecutive integers is even.

```lean
/-- A Cartesian shell of angular momentum `l` has `(l + 1)(l + 2)/2` functions. -/
theorem cartesianShell_eq (l : ℕ) : cartesianShell l = (l + 1) * (l + 2) / 2 := by
  have h : l + 2 - 1 = l + 1 := by omega
  rw [cartesianShell_eq_choose, Nat.choose_two_right, h, mul_comm]
```

The next lemma holds for any shell size `f`. Its proof splits off the top term $l=n+1$, whose weight is 1, and writes every other weight as the old one plus one.

```lean
/-- Raising the highest angular momentum from `n` to `n + 1` adds one shell of every angular
momentum `l = 0, ..., n + 1`. -/
theorem basisSize_succ (f : ℕ → ℕ) (n : ℕ) :
    basisSize f (n + 1) = basisSize f n + ∑ l ∈ range (n + 2), f l := by
  unfold basisSize
  have h : ∑ l ∈ range (n + 1), (n + 1 + 1 - l) * f l
      = ∑ l ∈ range (n + 1), (n + 1 - l) * f l + ∑ l ∈ range (n + 1), f l := by
    rw [← sum_add_distrib]
    refine sum_congr rfl fun l hl => ?_
    have hl' := mem_range.1 hl
    have e : n + 1 + 1 - l = (n + 1 - l) + 1 := by omega
    rw [e]
    ring
  have e : n + 1 + 1 - (n + 1) = 1 := by omega
  rw [sum_range_succ (fun l => (n + 1 + 1 - l) * f l) (n + 1), sum_range_succ f (n + 1), h, e]
  ring
```

## The two closed forms

The spherical formula is stated multiplied by 6, which avoids division. The inner statement `hsum` says that one shell of each $l<m$ gives $m^2$ functions. It is used at $m=n+2$, and `ring` checks the polynomial identity of the induction step.

```lean
/-- Six times the number of spherical functions in the set with `n + 1 - l` shells of each
`l = 0, ..., n` is `(n + 1)(n + 2)(2n + 3)`. -/
theorem spherical_size (n : ℕ) :
    6 * basisSize sphericalShell n = (n + 1) * (n + 2) * (2 * n + 3) := by
  -- one shell of each `l < m` gives `m ^ 2` functions
  have hsum : ∀ m : ℕ, ∑ l ∈ range m, sphericalShell l = m ^ 2 := by
    intro m
    induction m with
    | zero => simp
    | succ m ih =>
      rw [sum_range_succ, ih, sphericalShell_eq]
      ring
  induction n with
  | zero => simp [basisSize, sphericalShell_eq]
  | succ n ih =>
    rw [basisSize_succ, mul_add, ih, hsum]
    ring
```

The Cartesian proof has the same shape. Pascal's rule, `Nat.choose_succ_succ'`, appears twice: once to sum single shells and once to sum the whole set.

```lean
/-- The number of Cartesian functions in the set with `n + 1 - l` shells of each `l = 0, ..., n` is
the binomial coefficient `n + 4` over `4`. -/
theorem cartesian_size (n : ℕ) : basisSize cartesianShell n = (n + 4).choose 4 := by
  -- one shell of each `l ≤ m`, summed by Pascal's rule
  have hsum : ∀ m : ℕ, ∑ l ∈ range (m + 1), cartesianShell l = (m + 3).choose 3 := by
    intro m
    induction m with
    | zero => simp [cartesianShell_eq_choose]
    | succ m ih =>
      rw [sum_range_succ, ih, cartesianShell_eq_choose, add_comm]
      exact (Nat.choose_succ_succ' (m + 3) 2).symm
  induction n with
  | zero => simp [basisSize, cartesianShell_eq_choose]
  | succ n ih =>
    rw [basisSize_succ, ih, hsum (n + 1), add_comm]
    exact (Nat.choose_succ_succ' (n + 4) 3).symm
```

## The exact ratio and the sets without overhead

To divide, both sizes are needed as real polynomials. The identities `h1`, `h2` and `h3` are of the type $(n+4)\binom{n+3}{3}=4\binom{n+4}{4}$. Chained together, they reduce the binomial coefficient to $(n+1)(n+2)(n+3)(n+4)/24$, which is `hc`. After that, `field_simp` and `ring` carry out the cancellation and compare the result with the three-term form.

```lean
/-- The exact Cartesian overhead is `n/8 + 11/16 + 15/(16(2n + 3))`. -/
theorem overhead_eq (n : ℕ) :
    overhead n = (n : ℝ) / 8 + 11 / 16 + 15 / (16 * (2 * (n : ℝ) + 3)) := by
  have h1 : (n + 4) * (n + 3).choose 3 = (n + 4).choose 4 * 4 :=
    Nat.add_one_mul_choose_eq (n + 3) 3
  have h2 : (n + 3) * (n + 2).choose 2 = (n + 3).choose 3 * 3 :=
    Nat.add_one_mul_choose_eq (n + 2) 2
  have h3 : (n + 2) * (n + 1).choose 1 = (n + 2).choose 2 * 2 :=
    Nat.add_one_mul_choose_eq (n + 1) 1
  rw [Nat.choose_one_right] at h3
  have r1 : ((n : ℝ) + 4) * ((n + 3).choose 3 : ℝ) = ((n + 4).choose 4 : ℝ) * 4 := by
    exact_mod_cast h1
  have r2 : ((n : ℝ) + 3) * ((n + 2).choose 2 : ℝ) = ((n + 3).choose 3 : ℝ) * 3 := by
    exact_mod_cast h2
  have r3 : ((n : ℝ) + 2) * ((n : ℝ) + 1) = ((n + 2).choose 2 : ℝ) * 2 := by
    exact_mod_cast h3
  -- both sizes as polynomials in `n`
  have hc : (basisSize cartesianShell n : ℝ)
      = ((n : ℝ) + 1) * (n + 2) * (n + 3) * (n + 4) / 24 := by
    rw [cartesian_size]
    linear_combination (-1 / 4 : ℝ) * r1 - ((n : ℝ) + 4) / 12 * r2
      - ((n : ℝ) + 4) * (n + 3) / 24 * r3
  have hs6 : 6 * (basisSize sphericalShell n : ℝ)
      = ((n : ℝ) + 1) * (n + 2) * (2 * n + 3) := by
    exact_mod_cast spherical_size n
  have hs : (basisSize sphericalShell n : ℝ)
      = ((n : ℝ) + 1) * (n + 2) * (2 * n + 3) / 6 := by
    linear_combination hs6 / 6
  unfold overhead
  rw [hc, hs]
  field_simp
  ring
```

The two forms have equal size exactly when the set has no d shell or higher. In the forward direction, `key` is the factorised expression for $R_n-1$; if the ratio is 1, the numerator $n(n-1)$ must vanish. In the other direction, the values $n=0$ and $n=1$ are put into the exact formula.

```lean
/-- Cartesian and spherical sets have the same size exactly when the highest angular momentum
is at most `1`. -/
theorem overhead_eq_one_iff (n : ℕ) : overhead n = 1 ↔ n ≤ 1 := by
  constructor
  · intro h
    have key : overhead n - 1 = (n : ℝ) * (n - 1) / (4 * (2 * (n : ℝ) + 3)) := by
      rw [overhead_eq]
      field_simp
      ring
    have hpos : (4 * (2 * (n : ℝ) + 3)) ≠ 0 := by positivity
    rw [h, sub_self, eq_comm, div_eq_zero_iff, or_iff_left hpos, mul_eq_zero] at key
    have hn : (n : ℝ) ≤ 1 := by
      rcases key with h0 | h0 <;> linarith
    exact_mod_cast hn
  · intro h
    interval_cases n <;> norm_num [overhead_eq]
```

## Growth for large n

The first limit says that $R_n$ approaches the line $n/8+11/16$. The denominator $16(2n+3)$ is at least $n$ and so tends to infinity, which sends the last term of the exact formula to zero.

```lean
/-- For large `n` the overhead approaches the straight line `n/8 + 11/16`. -/
theorem overhead_sub_tendsto :
    Tendsto (fun n : ℕ => overhead n - (n : ℝ) / 8) atTop (𝓝 (11 / 16)) := by
  have hden : Tendsto (fun n : ℕ => 16 * (2 * (n : ℝ) + 3)) atTop atTop := by
    refine tendsto_atTop_mono (fun n => ?_) (tendsto_natCast_atTop_atTop (R := ℝ))
    have hn : (0 : ℝ) ≤ n := Nat.cast_nonneg n
    linarith
  have h := (hden.const_div_atTop (15 : ℝ)).const_add (11 / 16 : ℝ)
  rw [add_zero] at h
  refine h.congr fun n => ?_
  rw [overhead_eq]
  ring
```

Dividing the convergent quantity $R_n-n/8$ by $n$ gives something that tends to zero, and adding $1/8$ gives the limit of $R_n/n$. The rewriting needs $n\neq0$, which holds from $n=1$ on and is enough for a limit.

```lean
/-- The Cartesian-to-spherical size ratio of the set with `n + 1 - l` shells of each angular
momentum `l = 0, ..., n`, divided by its highest angular momentum `n`, tends to `1/8`. -/
theorem overhead_div_tendsto :
    Tendsto (fun n : ℕ => overhead n / (n : ℝ)) atTop (𝓝 (1 / 8)) := by
  have h := (overhead_sub_tendsto.div_atTop
    (tendsto_natCast_atTop_atTop (R := ℝ))).const_add (1 / 8 : ℝ)
  rw [add_zero] at h
  refine h.congr' ?_
  filter_upwards [eventually_gt_atTop 0] with n hn
  have hn' : (n : ℝ) ≠ 0 := by exact_mod_cast hn.ne'
  field_simp
  ring
```

Divergence follows by comparison: the other two terms of the exact formula are not negative, so $R_n\ge n/8$.

```lean
/-- The Cartesian overhead of the set with `n + 1 - l` shells of each `l = 0, ..., n` grows without
bound as `n` increases. -/
theorem overhead_tendsto_atTop : Tendsto overhead atTop atTop := by
  refine tendsto_atTop_mono (fun n => ?_)
    ((tendsto_natCast_atTop_atTop (R := ℝ)).atTop_div_const (by norm_num : (0 : ℝ) < 8))
  have h : (0 : ℝ) ≤ 15 / (16 * (2 * (n : ℝ) + 3)) := by positivity
  rw [overhead_eq]
  linarith

end

end CartesianOverhead
```

```lean
#print axioms CartesianOverhead.cartesian_size
-- 'CartesianOverhead.cartesian_size' depends on axioms: [propext, Classical.choice, Quot.sound]
#print axioms CartesianOverhead.overhead_eq_one_iff
-- 'CartesianOverhead.overhead_eq_one_iff' depends on axioms: [propext, Classical.choice, Quot.sound]
#print axioms CartesianOverhead.overhead_div_tendsto
-- 'CartesianOverhead.overhead_div_tendsto' depends on axioms: [propext, Classical.choice, Quot.sound]
#print axioms CartesianOverhead.overhead_tendsto_atTop
-- 'CartesianOverhead.overhead_tendsto_atTop' depends on axioms: [propext, Classical.choice, Quot.sound]
```
